# Under an Arnoldi relation with orthonormal columns, small least-squares solutions minimize the full residual over the search space

A Krylov solver of the GMRES type, applied to a large linear system $Ax=b$, takes its decisions in a small space. It solves a least-squares problem with perhaps a few dozen unknowns, builds an approximate solution from the answer, and often judges convergence by the small residual alone. If that small residual had a different norm from $b-Ax$, the solver could stop too early, and it could also pick the wrong vector from a search space that contains a better one.

Neither happens when three relations hold exactly. Let the columns of $Q$ span the search space, let $P$ have orthonormal columns, and suppose that $AQ=PG$ and $b=\beta Pe_1$ for a small rectangular matrix $G$ and a number $\beta$. Then

$$\|b-AQy\|=\|\beta e_1-Gy\|\qquad\text{for every coefficient vector }y,$$

and minimizing the right-hand side minimizes the full residual over the range of $Q$. In electronic structure, equations such as $(\omega-H)x=b$ for the response to a source $b$ can be treated this way once $H$ is a finite matrix in an orthonormal basis, with the identity exact only in exact arithmetic.

## Vectors, norm and the Arnoldi relation

The full space has components labelled by a finite type `n`, and the search coefficients are labelled by a finite type `κ`. The third type, `ι`, serves for general statements about vectors. The number `m` sets the size of the small residual space, which has $m+1$ components.

```lean
import Mathlib

open Matrix

namespace MinimalResidual

noncomputable section

variable {n κ ι : Type*} [Fintype n] [Fintype κ] [Fintype ι] {m : ℕ}
```

The norm is the Euclidean one,

$$\|v\|=\Big(\sum_i|v_i|^2\Big)^{1/2}.$$

It is defined explicitly because Mathlib's default norm on functions `ι → ℂ` is the largest component modulus, for which matrices with orthonormal columns are not isometries in general.

```lean
/-- The Euclidean norm of a complex vector. -/
def l2norm (v : ι → ℂ) : ℝ := Real.sqrt (∑ i, ‖v i‖ ^ 2)
```

Lean numbers the components of the small space $0,\dots,m$. The vector $e_1$ keeps its customary name, but its single entry 1 sits at index 0. Writing the columns of $P$ as $p_0,\dots,p_m$, we therefore have $Pe_1=p_0$.

```lean
/-- The first unit vector of the small coordinate space. -/
def e₁ : Fin (m + 1) → ℂ := Pi.single 0 1
```

The hypotheses on the matrices are

$$P^\dagger P=1,\qquad AQ=PG,\qquad b=\beta p_0 .$$

The first says that the $p_j$ are orthonormal. The second says that $A$ sends every search direction into the span of the $p_j$, with the expansion coefficients stored in $G$. The third says that the process was started from the right-hand side. When a calculation begins from a guess $x_0$, the vector $b$ here stands for the initial residual, and the solution being sought is the correction to $x_0$.

In the ordinary Arnoldi process, $Q$ consists of the first $m$ columns of $P$ and $G$ is an upper Hessenberg matrix of size $(m+1)\times m$. The structure below requires neither. Since the columns of $Q$ need not be columns of $P$, it also covers flexible preconditioning, where each search direction is obtained from a basis vector by a preconditioner that may change from step to step. The matrix $A$ need not be Hermitian or invertible, and $\beta$ may be complex. Since $p_0$ has unit length, the relations force $|\beta|=\|b\|$ and leave only the phase free; codes usually take $\beta=\|b\|$.

```lean
/-- The relations of an Arnoldi-type process: `P` has orthonormal columns, `A` maps the search
basis `Q` to `P G`, and the right-hand side `b` is `β` times the first column of `P`. -/
structure ArnoldiRelation (A : Matrix n n ℂ) (Q : Matrix n κ ℂ)
    (P : Matrix n (Fin (m + 1)) ℂ) (G : Matrix (Fin (m + 1)) κ ℂ)
    (b : n → ℂ) (β : ℂ) : Prop where
  orthonormal : Pᴴ * P = 1
  relation : A * Q = P * G
  start : b = β • (P *ᵥ e₁)
```

The relations are assumed in what follows. How a basis is constructed, how fast the residual falls with $m$, and what rounding does to orthogonality are separate questions.

## Orthonormal columns preserve length

Since $|v_i|^2=\overline{v_i}\,v_i$, summing over $i$ gives

$$\|v\|^2=\sum_i\overline{v_i}\,v_i=v^\dagger v .$$

In Lean, $v^\dagger v$ is written `star v ⬝ᵥ v`. The left side is a real number regarded as a complex one, so that the two sides can be compared. The proof removes the square root, which is allowed because the sum is nonnegative, and then matches the terms one by one.

```lean
/-- The squared Euclidean norm is the Hermitian product of a vector with itself. -/
theorem l2norm_sq (v : ι → ℂ) : ((l2norm v ^ 2 : ℝ) : ℂ) = star v ⬝ᵥ v := by
  rw [l2norm, Real.sq_sqrt (Finset.sum_nonneg fun i _ => sq_nonneg _)]
  simp only [dotProduct, Pi.star_apply, Complex.ofReal_sum]
  refine Finset.sum_congr rfl fun i _ => ?_
  rw [Complex.sq_norm, mul_comm]
  exact (Complex.mul_conj (v i)).symm
```

If $v\neq0$, some component $v_i$ is nonzero. Its term $|v_i|^2$ is positive and the other terms are nonnegative, so the sum and its square root are positive. This will be needed for strict inequality at the end.

```lean
/-- A nonzero vector has positive Euclidean norm. -/
theorem l2norm_pos {v : ι → ℂ} (hv : v ≠ 0) : 0 < l2norm v := by
  obtain ⟨i, hi⟩ := Function.ne_iff.mp hv
  have hi' : 0 < ‖v i‖ := norm_pos_iff.mpr hi
  exact Real.sqrt_pos.mpr (Finset.sum_pos' (fun j _ => sq_nonneg _)
    ⟨i, Finset.mem_univ i, pow_pos hi' 2⟩)
```

For a matrix with $P^\dagger P=1$,

$$\|Pz\|^2=(Pz)^\dagger(Pz)=z^\dagger P^\dagger Pz=z^\dagger z=\|z\|^2 .$$

Both norms are nonnegative, so $\|Pz\|=\|z\|$. The chain of rewrites in `h` is this calculation, and the last line passes from equal squares to equal norms. Only the columns have to be orthonormal: $P$ may be tall, and $PP^\dagger$ is then a projector and not the identity.

```lean
/-- A matrix with orthonormal columns preserves the Euclidean norm. -/
theorem l2norm_mulVec [DecidableEq ι] {P : Matrix n ι ℂ} (hP : Pᴴ * P = 1) (z : ι → ℂ) :
    l2norm (P *ᵥ z) = l2norm z := by
  have h : ((l2norm (P *ᵥ z) ^ 2 : ℝ) : ℂ) = ((l2norm z ^ 2 : ℝ) : ℂ) := by
    rw [l2norm_sq, l2norm_sq, Matrix.star_mulVec, ← Matrix.dotProduct_mulVec,
      Matrix.mulVec_mulVec, hP, Matrix.one_mulVec]
  exact (sq_eq_sq₀ (Real.sqrt_nonneg _) (Real.sqrt_nonneg _)).mp (Complex.ofReal_injective h)
```

The other geometric ingredient is Pythagoras' theorem. Suppose that $w^\dagger u=0$. Then $u^\dagger w=\overline{w^\dagger u}=0$ as well, and

$$\|u+w\|^2=u^\dagger u+u^\dagger w+w^\dagger u+w^\dagger w=\|u\|^2+\|w\|^2 .$$

In the proof, `h'` is the conjugated orthogonality relation, and the rewriting expands the product into its four terms.

```lean
/-- Pythagoras for two orthogonal complex vectors. -/
theorem l2norm_add_sq {u w : ι → ℂ} (h : star w ⬝ᵥ u = 0) :
    l2norm (u + w) ^ 2 = l2norm u ^ 2 + l2norm w ^ 2 := by
  have h' : star u ⬝ᵥ w = 0 := by rw [Matrix.star_dotProduct, h, star_zero]
  apply Complex.ofReal_injective
  rw [Complex.ofReal_add, l2norm_sq, l2norm_sq, l2norm_sq, star_add, add_dotProduct,
    dotProduct_add, dotProduct_add, h, h']
  ring
```

## The full residual is the image of the small one

Take coefficients $y$ and the trial vector $x=Qy$. The three relations give

$$b-AQy=\beta Pe_1-PGy=P(\beta e_1-Gy).$$

Because $P$ preserves length,

$$\|b-AQy\|=\|P(\beta e_1-Gy)\|=\|\beta e_1-Gy\| .$$

The Lean statement makes this claim for every `y`, whether or not it is a minimizer. The intermediate equation `hres` is the factorization, which uses `start` and `relation`. The field `orthonormal` enters only in the last line.

```lean
variable {A : Matrix n n ℂ} {Q : Matrix n κ ℂ} {P : Matrix n (Fin (m + 1)) ℂ}
  {G : Matrix (Fin (m + 1)) κ ℂ} {b : n → ℂ} {β : ℂ}

/-- The norm of the full residual at `Q y` equals the norm of the small residual at `y`. -/
theorem residual_norm_eq (h : ArnoldiRelation A Q P G b β) (y : κ → ℂ) :
    l2norm (b - A *ᵥ (Q *ᵥ y)) = l2norm (β • e₁ - G *ᵥ y) := by
  -- the full residual is the image under `P` of the small one
  have hres : b - A *ᵥ (Q *ᵥ y) = P *ᵥ (β • e₁ - G *ᵥ y) := by
    rw [h.start, Matrix.mulVec_mulVec, h.relation, ← Matrix.mulVec_mulVec,
      Matrix.mulVec_sub, Matrix.mulVec_smul]
  rw [hres, l2norm_mulVec h.orthonormal]
```

## Minimizers carry over in both directions

Every vector in the search space has the form $x=Qz$. Hence the statement

$$\|\beta e_1-Gy\|\le\|\beta e_1-Gz\|\quad\text{for all }z$$

becomes, after both norms are replaced by their full counterparts,

$$\|b-AQy\|\le\|b-Ax\|\quad\text{for all }x\text{ in the range of }Q .$$

Reading the replacement backwards gives the converse. In Lean the range is `Set.range Q.mulVec`. The forward half of the proof takes an arbitrary `x` from it and writes it as $Qz$; the backward half applies the full inequality to the particular vector $Qz$.

```lean
/-- Coefficients `y` solve the small least-squares problem exactly when `Q y` minimizes the
full residual over the search space spanned by the columns of `Q`. -/
theorem minimizer_iff (h : ArnoldiRelation A Q P G b β) (y : κ → ℂ) :
    (∀ z, l2norm (β • e₁ - G *ᵥ y) ≤ l2norm (β • e₁ - G *ᵥ z)) ↔
      ∀ x ∈ Set.range Q.mulVec, l2norm (b - A *ᵥ (Q *ᵥ y)) ≤ l2norm (b - A *ᵥ x) := by
  constructor
  · rintro hy x ⟨z, rfl⟩
    rw [residual_norm_eq h y, residual_norm_eq h z]
    exact hy z
  · intro hy z
    have hz := hy (Q *ᵥ z) ⟨z, rfl⟩
    rwa [residual_norm_eq h y, residual_norm_eq h z] at hz
```

The comparison is confined to the search space, so a vector outside the range of $Q$ may have a smaller residual. The columns of $Q$ may also be linearly dependent, in which case different coefficients can describe the same $x$.

## Lost orthogonality can look like stagnation

Suppose that the columns of $P$ have unit length but are not orthogonal. In two dimensions, let $A$ be the identity and take

$$p_0=\begin{pmatrix}1\\0\end{pmatrix},\qquad
p_1=\frac1{\sqrt2}\begin{pmatrix}1\\1\end{pmatrix},\qquad
Q=p_1,\qquad
G=\begin{pmatrix}0\\1\end{pmatrix},\qquad
b=p_0,\qquad \beta=1 .$$

Then $AQ=PG$ and $b=\beta Pe_1$ still hold. The small residual is $(1,-y)$, with norm $\sqrt{1+|y|^2}$, so the small problem selects $y=0$ and reports a residual of 1. The search direction appears useless. Yet $y=1/\sqrt2$ gives

$$b-AQy=\begin{pmatrix}1/2\\-1/2\end{pmatrix},$$

whose norm is $1/\sqrt2$. The small problem has missed the better vector because it ignores the overlap $p_0^\dagger p_1=1/\sqrt2$.

## The normal equations give the exact excess

Write $r=\beta e_1-Gy$ for the small residual at $y$. Its squared norm is stationary with respect to $y$ when

$$G^\dagger r=G^\dagger(\beta e_1-Gy)=0 .$$

These are the small normal equations. For any other coefficients $z$,

$$\beta e_1-Gz=r+G(y-z),$$

and the two parts are orthogonal, since

$$\big(G(y-z)\big)^\dagger r=(y-z)^\dagger G^\dagger r=0 .$$

Pythagoras' theorem and the norm identity then give

$$\|b-AQz\|^2=\|b-AQy\|^2+\|G(y-z)\|^2 .$$

The last term is nonnegative, so a solution of the normal equations is a minimizer. It also states exactly what inaccurate coefficients cost in the squared residual. In the proof, `hsplit` is the decomposition and `horth` the orthogonality. The theorem takes a solution `y` of the normal equations as given.

```lean
/-- If `y` satisfies the small normal equations, the squared full residual at any other
coefficients `z` exceeds that at `y` by the squared norm of `G (y - z)`. -/
theorem residual_excess (h : ArnoldiRelation A Q P G b β) {y : κ → ℂ}
    (hy : Gᴴ *ᵥ (β • e₁ - G *ᵥ y) = 0) (z : κ → ℂ) :
    l2norm (b - A *ᵥ (Q *ᵥ z)) ^ 2 =
      l2norm (b - A *ᵥ (Q *ᵥ y)) ^ 2 + l2norm (G *ᵥ (y - z)) ^ 2 := by
  have hsplit : β • e₁ - G *ᵥ z = (β • e₁ - G *ᵥ y) + G *ᵥ (y - z) := by
    rw [Matrix.mulVec_sub]
    abel
  -- the normal equations make the small residual orthogonal to the range of `G`
  have horth : star (G *ᵥ (y - z)) ⬝ᵥ (β • e₁ - G *ᵥ y) = 0 := by
    rw [Matrix.star_mulVec, ← Matrix.dotProduct_mulVec, hy, dotProduct_zero]
  rw [residual_norm_eq h z, residual_norm_eq h y, hsplit]
  exact l2norm_add_sq horth
```

## Independent columns of G make the minimizer unique

Suppose further that $Gd=0$ only for $d=0$, which means that the columns of $G$ are linearly independent. If $z\neq y$, then $y-z\neq0$, so $G(y-z)\neq0$ and $\|G(y-z)\|^2>0$. The excess formula yields

$$\|b-AQy\|^2<\|b-AQz\|^2,$$

and nonnegative numbers are ordered in the same way as their squares. Every other coefficient vector is therefore strictly worse. The Lean proof follows this order: `hne` is the nonzero vector, `hpos` the positive excess, and `hex` the formula from the preceding theorem.

```lean
/-- If `G` has trivial kernel, a solution `y` of the small normal equations gives a strictly
smaller full residual than any other coefficients. -/
theorem strict_minimizer (h : ArnoldiRelation A Q P G b β)
    (hG : ∀ d, G *ᵥ d = 0 → d = 0) {y : κ → ℂ}
    (hy : Gᴴ *ᵥ (β • e₁ - G *ᵥ y) = 0) {z : κ → ℂ} (hz : z ≠ y) :
    l2norm (b - A *ᵥ (Q *ᵥ y)) < l2norm (b - A *ᵥ (Q *ᵥ z)) := by
  have hne : G *ᵥ (y - z) ≠ 0 := fun h0 => hz (sub_eq_zero.mp (hG _ h0)).symm
  have hpos := pow_pos (l2norm_pos hne) 2
  have hex := residual_excess h hy z
  exact lt_of_pow_lt_pow_left₀ 2 (Real.sqrt_nonneg _) (by linarith)
```

Without the condition on $G$, uniqueness can fail. If $A=0$ and $G=0$, with one search direction, every $y$ leaves the residual equal to $b$, and all coefficients are equally good.

## One step on a three-site chain

Consider a chain of three sites with diagonal entries 2 and nearest-neighbour couplings 1, and a source of strength 3 on the first site:

$$A=\begin{pmatrix}2&1&0\\1&2&1\\0&1&2\end{pmatrix},\qquad
b=\begin{pmatrix}3\\0\\0\end{pmatrix}=3p_0 .$$

The search space is spanned by $p_0=(1,0,0)^T$. Applying $A$ gives $(2,1,0)^T=2p_0+p_1$, where $p_1=(0,1,0)^T$, so $G=(2,1)^T$. Here $m=1$: there is one search direction, and the small residual has two components. The theorem below confirms the three relations entry by entry.

```lean
/-- One Arnoldi step for a tridiagonal three-site matrix, started from the first site with
`β = 3`, satisfies the relations. -/
theorem arnoldiRelation_witness :
    ArnoldiRelation (m := 1)
      (!![2, 1, 0; 1, 2, 1; 0, 1, 2] : Matrix (Fin 3) (Fin 3) ℂ)
      (!![1; 0; 0] : Matrix (Fin 3) (Fin 1) ℂ)
      (!![1, 0; 0, 1; 0, 0] : Matrix (Fin 3) (Fin 2) ℂ)
      (!![2; 1] : Matrix (Fin 2) (Fin 1) ℂ)
      ![3, 0, 0] 3 := by
  refine ⟨?_, ?_, ?_⟩
  · ext i j
    fin_cases i <;> fin_cases j <;> simp [Matrix.mul_apply, Fin.sum_univ_succ]
  · ext i j
    fin_cases i <;> fin_cases j <;> simp [Matrix.mul_apply, Fin.sum_univ_succ]
  · ext i
    fin_cases i <;> simp [e₁]

end

end MinimalResidual
```

```lean
#print axioms MinimalResidual.minimizer_iff
-- 'MinimalResidual.minimizer_iff' depends on axioms: [propext, Classical.choice, Quot.sound]
#print axioms MinimalResidual.strict_minimizer
-- 'MinimalResidual.strict_minimizer' depends on axioms: [propext, Classical.choice, Quot.sound]
```

The normal equation for this step is $2(3-2y)-y=0$, so $y=6/5$. The small residual is $(3/5,-6/5)$, the full one is $(3/5,-6/5,0)$, and both have norm $3/\sqrt5\approx1.34$. At $z=0$ the squared residual is 9, which is the minimum $9/5$ plus the excess $\|G\cdot 6/5\|^2=36/5$.

## Reading the residual norm in a GMRES code

A typical GMRES implementation applies plane rotations to $G$ as its columns arrive, turning it into an upper triangular $m\times m$ block $R$ above a zero row. The same rotations turn $\beta e_1$ into a vector $g$ with components $g_0,\dots,g_m$. Rotations preserve length, so

$$\|\beta e_1-Gy\|^2=\|g_{\mathrm{top}}-Ry\|^2+|g_m|^2,$$

where $g_{\mathrm{top}}$ contains the first $m$ components. If $R$ is invertible, the first term can be made zero, and the minimal residual norm is $|g_m|$. The code can test this number after each step without forming $x$ or multiplying by $A$ again. Once it is small enough, one triangular solve gives $y$, and $Qy$ is added to the initial guess. If the code preconditions from the left with a matrix $M^{-1}$, the relations hold for $M^{-1}A$ and $M^{-1}b$ instead. The number $|g_m|$ is then the norm of $M^{-1}(b-Ax)$, which can differ from $\|b-Ax\|$ even in exact arithmetic.

In floating-point arithmetic the columns of $P$ can gradually lose orthogonality, to an extent that depends on how they are orthogonalized, and $|g_m|$ can then drift away from the true residual norm. Computing $b-Ax$ explicitly at a restart, or before accepting the solution, reveals the difference at the cost of one extra product with $A$.
